# Gain threshold between two level manifolds at a common temperature: \(e^{\beta w} < N_e Z_g/(N_g Z_e)\)

An ion in a laser crystal has a group of closely spaced ground levels and, an optical gap above it, a group of excited levels. Pumping moves population from one group to the other. Relaxation inside each group is fast, so each stays in thermal equilibrium at the lattice temperature, although the two are not in equilibrium with each other. Such a medium can amplify light on its low-frequency lines while it still absorbs on the high-frequency ones.

Let the ground levels have energies \(e_i\), total population \(N_g > 0\) and partition sum \(Z_g\), and let the excited levels have \(E_j\), \(N_e > 0\) and \(Z_e\), all at the same inverse temperature \(\beta > 0\). I believe that at a transition frequency \(w = E_j - e_i\) with nonzero total strength, stimulated emission exceeds absorption exactly when \(e^{\beta w} < N_e Z_g/(N_g Z_e)\). Several pairs of levels may share the same \(w\), and I would like to see that case treated rigorously, in a proof that a machine has checked. Does the claim hold as I have put it?

## One population ratio for all pairs at the same frequency

Yes, provided that the line strengths are nonnegative and the same strength governs a transition in both directions. Use units with \(\hbar = 1\) and measure all energies from one common zero. The partition sums are

\[
Z_g = \sum_i e^{-\beta e_i}, \qquad Z_e = \sum_j e^{-\beta E_j},
\]

and the populations of the individual levels are

\[
n_i = \frac{N_g\, e^{-\beta e_i}}{Z_g}, \qquad m_j = \frac{N_e\, e^{-\beta E_j}}{Z_e}.
\]

Summing over levels gives \(\sum_i n_i = N_g\) and \(\sum_j m_j = N_e\). Let \(s_{ij} \ge 0\) be the strength of the transition between \(i\) and \(j\). Per unit spectral energy density, the absorption and stimulated emission rates at \(w\) are

\[
A(w) = \sum_{E_j - e_i = w} s_{ij}\, n_i, \qquad S(w) = \sum_{E_j - e_i = w} s_{ij}\, m_j .
\]

Write \(R = N_e Z_g/(N_g Z_e)\). For any pair of levels,

\[
\frac{m_j}{n_i} = \frac{N_e Z_g}{N_g Z_e}\, e^{-\beta (E_j - e_i)} = R\, e^{-\beta (E_j - e_i)} .
\]

The ratio depends on the pair only through its transition frequency. Every term of \(S(w)\) is therefore \(R\,e^{-\beta w}\) times the corresponding term of \(A(w)\), and

\[
S(w) - A(w) = \left(R\, e^{-\beta w} - 1\right) A(w).
\]

If the total strength at \(w\) is nonzero, at least one resonant \(s_{ij}\) is positive. Its term in \(A(w)\) is positive because \(n_i > 0\), and no other term is negative, so \(A(w) > 0\). The gain then has the sign of the bracket:

\[
S(w) > A(w) \iff R\,e^{-\beta w} > 1 \iff e^{\beta w} < R .
\]

Give each manifold a chemical potential \(\mu = \ln(N/Z)/\beta\). Then \(N_e/Z_e = e^{\beta\mu_e}\) and \(N_g/Z_g = e^{\beta\mu_g}\), so \(R = e^{\beta(\mu_e - \mu_g)}\). For \(\beta > 0\), taking logarithms turns the threshold into \(w < \mu_e - \mu_g\), with exact balance at \(w = \mu_e - \mu_g\).

With one level in each manifold, \(R = (N_e/N_g)\,e^{\beta w}\) and the condition is \(N_e > N_g\), the usual inversion. With more levels, gain can occur without inversion of the totals. Take ground levels at 0 and 1 with \(N_g = 2\), one excited level at 2 with \(N_e = 1\), \(\beta = 1\) and unit strengths. The upper ground level holds \(2e^{-1}/(1+e^{-1}) \approx 0.54\), less than the excited level, so the line at \(w = 1\) is amplified. The lower one holds \(2/(1+e^{-1}) \approx 1.46\), so the line at \(w = 2\) is absorbed.

Here is the whole argument in Lean 4 with Mathlib.

```lean
import Mathlib

open Finset

namespace ManifoldGainThreshold

noncomputable section

variable {ι κ : Type*} [Fintype ι] [Fintype κ]

/-- Partition sum of a manifold with level energies `ε` at inverse temperature `β`. -/
def partitionSum (β : ℝ) (ε : ι → ℝ) : ℝ := ∑ i, Real.exp (-β * ε i)

/-- Gibbs population of level `i` in a manifold of total population `N`. -/
def gibbsPop (β N : ℝ) (ε : ι → ℝ) (i : ι) : ℝ :=
  N * Real.exp (-β * ε i) / partitionSum β ε

/-- Total strength of the transitions resonant with the frequency `w` (units with `ħ = 1`). -/
def lineStrength (e : ι → ℝ) (E : κ → ℝ) (s : ι → κ → ℝ) (w : ℝ) : ℝ :=
  ∑ i, ∑ j, if E j - e i = w then s i j else 0

/-- Absorption rate at `w`: resonant strengths weighted by the lower-level populations. -/
def absorptionRate (β Ng : ℝ) (e : ι → ℝ) (E : κ → ℝ) (s : ι → κ → ℝ) (w : ℝ) : ℝ :=
  ∑ i, ∑ j, if E j - e i = w then s i j * gibbsPop β Ng e i else 0

/-- Stimulated emission rate at `w`: the same strengths weighted by the upper-level
populations. -/
def stimulatedRate (β Ne : ℝ) (e : ι → ℝ) (E : κ → ℝ) (s : ι → κ → ℝ) (w : ℝ) : ℝ :=
  ∑ i, ∑ j, if E j - e i = w then s i j * gibbsPop β Ne E j else 0

/-- Chemical potential of a manifold with total population `N`, namely `log (N / Z) / β`. -/
def chemPot (β N : ℝ) (ε : ι → ℝ) : ℝ := Real.log (N / partitionSum β ε) / β

/-- The partition sum of a manifold with at least one level is positive. -/
theorem partitionSum_pos [Nonempty ι] (β : ℝ) (ε : ι → ℝ) : 0 < partitionSum β ε :=
  Finset.sum_pos (fun _ _ => Real.exp_pos _) Finset.univ_nonempty

/-- The Gibbs populations of a manifold add up to its total population. -/
theorem sum_gibbsPop [Nonempty ι] (β N : ℝ) (ε : ι → ℝ) : ∑ i, gibbsPop β N ε i = N := by
  unfold gibbsPop
  rw [← Finset.sum_div, ← Finset.mul_sum]
  exact mul_div_cancel_right₀ N (partitionSum_pos β ε).ne'

/-- Absorption is strictly positive at every frequency with nonzero total line strength. -/
theorem absorptionRate_pos [Nonempty ι] {β Ng : ℝ} (hNg : 0 < Ng) {e : ι → ℝ} {E : κ → ℝ}
    {s : ι → κ → ℝ} (hs : ∀ i j, 0 ≤ s i j) {w : ℝ} (hS : lineStrength e E s w ≠ 0) :
    0 < absorptionRate β Ng e E s w := by
  have hpop : ∀ i, 0 < gibbsPop β Ng e i := fun i =>
    div_pos (mul_pos hNg (Real.exp_pos _)) (partitionSum_pos β e)
  have hnn : ∀ i j, 0 ≤ if E j - e i = w then s i j * gibbsPop β Ng e i else 0 := by
    intro i j
    split_ifs
    · exact mul_nonneg (hs i j) (hpop i).le
    · exact le_rfl
  -- some resonant pair has nonzero strength
  unfold lineStrength at hS
  obtain ⟨i, -, hi⟩ := Finset.exists_ne_zero_of_sum_ne_zero hS
  obtain ⟨j, -, hj⟩ := Finset.exists_ne_zero_of_sum_ne_zero hi
  have hij : 0 < if E j - e i = w then s i j * gibbsPop β Ng e i else 0 := by
    by_cases h : E j - e i = w
    · simp only [if_pos h] at hj ⊢
      exact mul_pos (lt_of_le_of_ne (hs i j) (Ne.symm hj)) (hpop i)
    · simp only [if_neg h] at hj
      exact absurd rfl hj
  exact Finset.sum_pos' (fun i _ => Finset.sum_nonneg fun j _ => hnn i j)
    ⟨i, Finset.mem_univ i, Finset.sum_pos' (fun j _ => hnn i j) ⟨j, Finset.mem_univ j, hij⟩⟩

/-- The ratio of upper to lower population depends on a pair of levels only through its
transition frequency. -/
theorem gibbsPop_pair [Nonempty ι] [Nonempty κ] (β Ne : ℝ) {Ng : ℝ} (hNg : 0 < Ng)
    (e : ι → ℝ) (E : κ → ℝ) (i : ι) (j : κ) :
    gibbsPop β Ne E j = Ne * partitionSum β e / (Ng * partitionSum β E)
      * Real.exp (-β * (E j - e i)) * gibbsPop β Ng e i := by
  have hg := (partitionSum_pos β e).ne'
  have he := (partitionSum_pos β E).ne'
  have hN := hNg.ne'
  have hx : Real.exp (-β * E j) = Real.exp (-β * (E j - e i)) * Real.exp (-β * e i) := by
    rw [← Real.exp_add]
    congr 1
    ring
  unfold gibbsPop
  rw [hx]
  generalize Real.exp (-β * (E j - e i)) = x
  generalize Real.exp (-β * e i) = y
  field_simp

/-- The net gain at `w` is the absorption rate times a threshold factor fixed by the populations,
the partition sums, `β` and `w`. -/
theorem net_gain [Nonempty ι] [Nonempty κ] (β Ne : ℝ) {Ng : ℝ} (hNg : 0 < Ng)
    (e : ι → ℝ) (E : κ → ℝ) (s : ι → κ → ℝ) (w : ℝ) :
    stimulatedRate β Ne e E s w - absorptionRate β Ng e E s w =
      (Ne * partitionSum β e / (Ng * partitionSum β E) * Real.exp (-β * w) - 1)
        * absorptionRate β Ng e E s w := by
  have key : stimulatedRate β Ne e E s w =
      Ne * partitionSum β e / (Ng * partitionSum β E) * Real.exp (-β * w)
        * absorptionRate β Ng e E s w := by
    unfold stimulatedRate absorptionRate
    rw [Finset.mul_sum]
    refine Finset.sum_congr rfl fun i _ => ?_
    rw [Finset.mul_sum]
    refine Finset.sum_congr rfl fun j _ => ?_
    split_ifs with h
    · rw [gibbsPop_pair β Ne hNg e E i j, h]
      ring
    · rw [mul_zero]
  rw [key]
  ring

/-- Gain threshold: on a line of nonzero strength, stimulated emission exceeds absorption
exactly when `exp (β w) < Ne Zg / (Ng Ze)`. -/
theorem gain_iff [Nonempty ι] [Nonempty κ] (β Ne : ℝ) {Ng : ℝ} (hNg : 0 < Ng)
    {e : ι → ℝ} {E : κ → ℝ} {s : ι → κ → ℝ} (hs : ∀ i j, 0 ≤ s i j) {w : ℝ}
    (hS : lineStrength e E s w ≠ 0) :
    absorptionRate β Ng e E s w < stimulatedRate β Ne e E s w ↔
      Real.exp (β * w) < Ne * partitionSum β e / (Ng * partitionSum β E) := by
  have habs := absorptionRate_pos (β := β) hNg hs hS
  -- the sign of the gain is the sign of the threshold factor
  rw [← sub_pos, net_gain β Ne hNg, mul_pos_iff_of_pos_right habs, sub_pos, neg_mul,
    Real.exp_neg, ← div_eq_mul_inv, one_lt_div (Real.exp_pos _)]

/-- The threshold ratio is the Boltzmann exponential of the chemical potential difference
between the two manifolds. -/
theorem ratio_eq_exp [Nonempty ι] [Nonempty κ] {β Ng Ne : ℝ} (hβ : 0 < β) (hNg : 0 < Ng)
    (hNe : 0 < Ne) (e : ι → ℝ) (E : κ → ℝ) :
    Ne * partitionSum β e / (Ng * partitionSum β E) =
      Real.exp (β * (chemPot β Ne E - chemPot β Ng e)) := by
  have hg := partitionSum_pos β e
  have he := partitionSum_pos β E
  have hb := hβ.ne'
  have gen : ∀ a b : ℝ, β * (a / β - b / β) = a - b := by
    intro a b
    field_simp
  unfold chemPot
  rw [gen, Real.exp_sub, Real.exp_log (div_pos hNe he), Real.exp_log (div_pos hNg hg)]
  have hg' := hg.ne'
  have he' := he.ne'
  have hN := hNg.ne'
  field_simp

/-- At positive temperature a line of nonzero strength shows gain exactly when its frequency
lies below the chemical potential difference of the manifolds. -/
theorem gain_iff_lt_chemPot [Nonempty ι] [Nonempty κ] {β Ng Ne : ℝ} (hβ : 0 < β)
    (hNg : 0 < Ng) (hNe : 0 < Ne) {e : ι → ℝ} {E : κ → ℝ} {s : ι → κ → ℝ}
    (hs : ∀ i j, 0 ≤ s i j) {w : ℝ} (hS : lineStrength e E s w ≠ 0) :
    absorptionRate β Ng e E s w < stimulatedRate β Ne e E s w ↔
      w < chemPot β Ne E - chemPot β Ng e := by
  rw [gain_iff β Ne hNg hs hS, ratio_eq_exp hβ hNg hNe, Real.exp_lt_exp]
  exact ⟨fun h => lt_of_mul_lt_mul_left h hβ.le, fun h => mul_lt_mul_of_pos_left h hβ⟩

/-- Stimulated emission and absorption balance on a line of nonzero strength exactly when its
frequency equals the chemical potential difference. -/
theorem transparency_iff [Nonempty ι] [Nonempty κ] {β Ng Ne : ℝ} (hβ : 0 < β)
    (hNg : 0 < Ng) (hNe : 0 < Ne) {e : ι → ℝ} {E : κ → ℝ} {s : ι → κ → ℝ}
    (hs : ∀ i j, 0 ≤ s i j) {w : ℝ} (hS : lineStrength e E s w ≠ 0) :
    stimulatedRate β Ne e E s w = absorptionRate β Ng e E s w ↔
      w = chemPot β Ne E - chemPot β Ng e := by
  have habs := absorptionRate_pos (β := β) hNg hs hS
  rw [← sub_eq_zero, net_gain β Ne hNg, ratio_eq_exp hβ hNg hNe, ← Real.exp_add,
    mul_eq_zero, or_iff_left habs.ne', sub_eq_zero, Real.exp_eq_one_iff]
  constructor
  · intro h
    exact mul_left_cancel₀ hβ.ne' (by linarith)
  · intro h
    rw [h]
    ring

/-- Ground levels 0 and 1 with total population 2, and one excited level 2 with population 1,
at `β = 1` and unit strengths: the line at 1 is amplified and the line at 2 is absorbed. -/
theorem gain_without_total_inversion :
    absorptionRate 1 2 ![0, 1] ![2] (fun _ _ => 1) 1
        < stimulatedRate 1 1 ![0, 1] ![2] (fun _ _ => 1) 1 ∧
      stimulatedRate 1 1 ![0, 1] ![2] (fun _ _ => 1) 2
        < absorptionRate 1 2 ![0, 1] ![2] (fun _ _ => 1) 2 := by
  have hx : Real.exp (-1) < 1 := by
    rw [Real.exp_lt_one_iff]
    norm_num
  have hp : 0 < 1 + Real.exp (-1) := by positivity
  -- the four rates in closed form
  have a1 : absorptionRate 1 2 ![0, 1] ![2] (fun _ _ => 1) 1
      = 2 * Real.exp (-1) / (1 + Real.exp (-1)) := by
    norm_num [absorptionRate, gibbsPop, partitionSum, Fin.sum_univ_two]
  have a2 : absorptionRate 1 2 ![0, 1] ![2] (fun _ _ => 1) 2
      = 2 / (1 + Real.exp (-1)) := by
    norm_num [absorptionRate, gibbsPop, partitionSum, Fin.sum_univ_two]
  have s1 : stimulatedRate 1 1 ![0, 1] ![2] (fun _ _ => 1) 1 = 1 := by
    unfold stimulatedRate
    rw [Fin.sum_univ_two]
    norm_num [gibbsPop, partitionSum]
  have s2 : stimulatedRate 1 1 ![0, 1] ![2] (fun _ _ => 1) 2 = 1 := by
    unfold stimulatedRate
    rw [Fin.sum_univ_two]
    norm_num [gibbsPop, partitionSum]
  rw [a1, a2, s1, s2, div_lt_one hp, one_lt_div hp]
  constructor <;> linarith

end

end ManifoldGainThreshold
```

```lean
#print axioms ManifoldGainThreshold.sum_gibbsPop
-- 'ManifoldGainThreshold.sum_gibbsPop' depends on axioms: [propext, Classical.choice, Quot.sound]
#print axioms ManifoldGainThreshold.gain_iff_lt_chemPot
-- 'ManifoldGainThreshold.gain_iff_lt_chemPot' depends on axioms: [propext, Classical.choice, Quot.sound]
#print axioms ManifoldGainThreshold.transparency_iff
-- 'ManifoldGainThreshold.transparency_iff' depends on axioms: [propext, Classical.choice, Quot.sound]
#print axioms ManifoldGainThreshold.gain_without_total_inversion
-- 'ManifoldGainThreshold.gain_without_total_inversion' depends on axioms: [propext, Classical.choice, Quot.sound]
```

## What `gain_iff` says about the two manifolds

The finite types `ι` and `κ` label the ground and excited levels, and `e` and `E` give their energies. Each label stands for a single state, so a degenerate level appears as several labels with equal energy. `Nonempty` requires at least one level in each manifold. `partitionSum` and `gibbsPop` are \(Z\) and the level populations; `absorptionRate` and `stimulatedRate` are \(A(w)\) and \(S(w)\), with resonance expressed by the test `E j - e i = w`.

In words, `gain_iff` says: if `Ng` is positive, all strengths are nonnegative and the total strength at `w` is nonzero, then absorption is smaller than stimulated emission if and only if `Real.exp (β * w)` is smaller than the threshold ratio. Neither `0 < β` nor `0 < Ne` is needed here. Both are assumed in `gain_iff_lt_chemPot` and `transparency_iff`, which give the threshold and the balance point in terms of `chemPot`.

Three physical inputs are assumed:

- **One `β` for both manifolds.** This stands for relaxation to the common lattice temperature within each manifold, fast compared with transfer between them.
- **One `s` for both directions.** This is the equality of the Einstein coefficients for absorption and stimulated emission between individual states.
- **Nonnegative `s`.** Strengths are proportional to squared transition matrix elements.

The sign of `w` is left free, but the names "absorption" and "emission" fit only \(w > 0\). The lines are infinitely sharp, and the populations are given, with no pump or decay dynamics behind them. Spontaneous emission is absent too, so the factorisation is a stimulated-rate relative of the Kennard–Stepanov relation and not a statement about fluorescence spectra.

For simulation practice, the result gives the sign of the net gain from transitions between the two manifolds in rate-equation models that share the assumptions above: finitely many discrete levels, sharp lines, and both manifolds thermalised at one temperature. Other losses, such as absorption from the excited manifold to still higher levels, have to be added separately.

## From the pair ratio to the sign of the gain

`partitionSum_pos` and `sum_gibbsPop` settle the normalisation: \(Z > 0\), and the populations add up to \(N\).

`absorptionRate_pos` proves \(A(w) > 0\). Since the double sum of strengths is nonzero, `Finset.exists_ne_zero_of_sum_ne_zero`, applied twice, yields a pair `i`, `j` with a nonzero term. That pair must be resonant, because a non-resonant one contributes 0. Its strength is nonnegative and nonzero, hence positive, and `Finset.sum_pos'` carries this positivity to the full sum.

`gibbsPop_pair` is the population ratio, written as a product. It splits \(e^{-\beta E_j}\) into \(e^{-\beta(E_j - e_i)}\,e^{-\beta e_i}\), and `field_simp` does the remaining algebra.

`net_gain` compares the two double sums term by term. On a resonant pair, the hypothesis `h` replaces \(E_j - e_i\) by \(w\), which makes the factor common to all terms; on any other pair both sides vanish.

`gain_iff` moves everything to one side, inserts the factorisation and removes the positive factor \(A(w)\) with `mul_pos_iff_of_pos_right`. What remains is \(1 < R\,e^{-\beta w}\), rearranged into the stated form.

`ratio_eq_exp` proves \(R = e^{\beta(\mu_e - \mu_g)}\); the positive populations enter here, since \(e^{\ln x} = x\) is used for \(x = N/Z > 0\). The chemical potential form of the threshold then follows because the exponential is increasing and \(\beta\) is positive. For `transparency_iff`, the product in the factorisation must be zero while \(A(w)\) is not, so the exponential equals 1 and its exponent is 0.

`gain_without_total_inversion` is the three-level example. It evaluates the four rates in closed form, after which both inequalities reduce to \(e^{-1} < 1\).

## The threshold in a rate-equation code

A gain calculation often starts from an absorption cross-section \(\sigma_a(w)\) and obtains the emission cross-section from it. Both are defined per system in the respective manifold, so the net gain coefficient is \(N_e\sigma_e - N_g\sigma_a\), with \(N_e\) and \(N_g\) now read as densities. The common population ratio gives

\[
\sigma_e(w) = \sigma_a(w)\, \frac{Z_g}{Z_e}\, e^{-\beta w},
\]

and the gain changes sign at the threshold above.

The energy zero needs care. A code may compute partition sums \(Z_g'\) and \(Z_e'\) with energies counted from the bottom of each manifold. If \(\Delta\) is the distance between the two bottoms, then \(Z_g/Z_e = e^{\beta\Delta}\, Z_g'/Z_e'\), and the exponential becomes \(e^{\beta(\Delta - w)}\). Leaving out \(\Delta\) lowers the computed threshold frequency by \(\Delta\). The separate zeros also help numerically, since \(e^{-\beta E_j}\) can underflow at low temperature. A safe test for gain is the sign of

\[
\ln\frac{N_e}{N_g} + \ln\frac{Z_g'}{Z_e'} - \beta\,(w - \Delta).
\]

A code may also replace the exact resonance condition by a frequency bin or a line shape. The pairs that contribute at \(w\) can then have transition frequencies that differ from \(w\). The common factor \(R\,e^{-\beta w}\) remains a good approximation when these offsets are small compared with \(1/\beta\), but it is not guaranteed otherwise.
